# A Hermitian matrix H moved as exp(tA) H exp(−tA) has zero initial force in every eigenvector

## Energies, forces and moved Hamiltonians

Let $H$ be a Hamiltonian and $v$ an eigenvector with energy $E$, so that $Hv = Ev$. Let the Hamiltonian depend on a real parameter $t$, with value $H$ and derivative $V$ at $t=0$. The Hellmann–Feynman expression for the slope of the energy is

$$\frac{v^\dagger V v}{v^\dagger v}.$$

We call this expression the force, also for a superposition within a degenerate level, where it need not be the slope of any one energy. The mechanical force has the opposite sign.

Consider the electrons of an isolated molecule with clamped nuclei. If the nuclei are shifted or rotated together as a rigid body, the electronic Hamiltonian changes but its energy levels do not. The force along such a displacement should therefore vanish in every eigenstate. We describe the motion by a generator $A$:

$$M(t) = e^{tA} H e^{-tA}.$$

Here $H$ is a finite Hermitian matrix and $A$ is any complex matrix of the same size. The motion is unitary when $A$ is anti-Hermitian, $A^\dagger=-A$. For other $A$ it is in general only a similarity transformation, and $M(t)$ need not stay Hermitian.

## Why the force vanishes

The product rule, with the order of the factors kept, gives

$$M'(t) = A e^{tA}He^{-tA} - e^{tA}He^{-tA}A = AM(t)-M(t)A.$$

Since $M(0)=H$, the initial derivative is $AH-HA$. The eigenvector moves along with its energy unchanged:

$$M(t)\,e^{tA}v = e^{tA}Hv = E\,e^{tA}v.$$

Because $H$ is Hermitian and $E$ is real, $v^\dagger H=(Hv)^\dagger=Ev^\dagger$. Hence

$$v^\dagger(AH-HA)v = E\,v^\dagger Av - E\,v^\dagger Av = 0.$$

This is a hypervirial relation for finite matrices.

## From zero forces back to a motion

Suppose now that $v^\dagger Vv=0$ for every eigenvector $v$ of $H$, including all superpositions within a degenerate level. Let $x$ and $y$ have the same energy, and write $a=x^\dagger Vy$ and $b=y^\dagger Vx$. The vectors $x+y$ and $x+iy$ give

$$a+b=0,\qquad i(a-b)=0,$$

so $a=0$: $V$ does not couple states of equal energy.

Take an orthonormal eigenbasis $u_j$ with energies $E_j$ as the columns of a unitary matrix $U$. Set $D=\mathrm{diag}(E_j)$ and $W_{ij}=u_i^\dagger Vu_j$. We need a matrix $B$ with $BD-DB=W$, that is,

$$B_{ij}(E_j-E_i)=W_{ij}.$$

For $E_i\ne E_j$ we divide; for $E_i=E_j$ we have $W_{ij}=0$ and take $B_{ij}=0$. These are the coefficients of first-order perturbation theory. With $A=UBU^\dagger$, the relations $HU=UD$ and $U^\dagger H=DU^\dagger$ give

$$AH-HA=U(BD-DB)U^\dagger=UWU^\dagger=V.$$

If $V$ is also Hermitian, the adjoint of $AH-HA=V$ is $HA^\dagger-A^\dagger H=V$. Averaging the two equations shows that $K=(A-A^\dagger)/2$ satisfies $KH-HK=V$. This generator is anti-Hermitian, so the motion is unitary.

## One level, and complete degeneracy

For a $1\times1$ matrix every commutator is zero, and the only $V$ without a force is $V=0$. The same holds in any dimension when $H=E\,\mathbf 1$: every vector is then an eigenvector, and no motion changes $H$. Zero diagonal elements in one chosen basis would not suffice. For $H=\mathbf 1$ in two dimensions, $V=\begin{pmatrix}0&1\\1&0\end{pmatrix}$ has zero expectation in both basis vectors but expectation $1$ in $(1,1)/\sqrt2$.

## The statement in Lean

The finite type `n` labels the basis states. `expect V v` is $v^\dagger Vv$ without normalisation; for nonzero $v$, division by $v^\dagger v$ gives the physical value, and a zero expectation stays zero. The eigenvalue equation is `H *ᵥ v = (E : ℂ) • v` with real `E`, which loses nothing for Hermitian `H`. It also admits $v=0$, whose expectation is trivially zero.

`rigidMotion A H t` is $M(t)$; despite its name, it accepts any generator. `HasDerivAt` says that the derivative exists and has the stated value. `rigidMotion_no_force` contains the derivative and the vanishing expectation, and `no_force_iff_rigidMotion` adds the converse. The general Hellmann–Feynman theorem is neither proved nor used: the cancellation is direct algebra.

In electronic-structure calculations, the result describes the absence of a net force when a finite matrix Hamiltonian is moved exactly by $e^{tA}$. The step to a real molecule is the assumption that its displacement acts on the matrix in this way. In a truncated basis of localised functions held fixed in space, it generally does not. In a plane-wave basis a translation does, provided that the matrix elements are evaluated exactly, because it only multiplies each plane wave by a phase.

```lean
import Mathlib

open Matrix
open scoped Matrix.Norms.Operator

namespace RigidMotionForce

noncomputable section

variable {n : Type*} [Fintype n] [DecidableEq n]

/-- The expectation `v† V v` of a matrix `V` in a vector `v`, without normalisation. -/
def expect (V : Matrix n n ℂ) (v : n → ℂ) : ℂ := star v ⬝ᵥ V *ᵥ v

/-- The Hamiltonian `exp(tA) H exp(-tA)`, carried along by the motion with generator `A`. -/
def rigidMotion (A H : Matrix n n ℂ) (t : ℝ) : Matrix n n ℂ :=
  NormedSpace.exp (t • A) * H * NormedSpace.exp (t • (-A))

/-- Equation of motion: at every `t` the derivative of `M(t) = exp(tA) H exp(-tA)` is
`A M(t) - M(t) A`. -/
theorem hasDerivAt_rigidMotion (A H : Matrix n n ℂ) (t : ℝ) :
    HasDerivAt (rigidMotion A H) (A * rigidMotion A H t - rigidMotion A H t * A) t := by
  have h1 : HasDerivAt (fun u : ℝ => NormedSpace.exp (u • A))
      (A * NormedSpace.exp (t • A)) t := hasDerivAt_exp_smul_const' A t
  have h2 : HasDerivAt (fun u : ℝ => NormedSpace.exp (u • (-A)))
      (NormedSpace.exp (t • (-A)) * (-A)) t := hasDerivAt_exp_smul_const (-A) t
  have h3 := (h1.mul_const H).fun_mul h2
  refine HasDerivAt.congr_deriv h3 ?_
  simp only [rigidMotion, mul_neg, sub_eq_add_neg, mul_assoc]

/-- If `H v = E v` with real `E`, then `exp(tA) v` satisfies the eigenvalue equation of the
transported Hamiltonian `exp(tA) H exp(-tA)` with the same `E`. -/
theorem rigidMotion_eigenvector (A H : Matrix n n ℂ) (t : ℝ) {E : ℝ} {v : n → ℂ}
    (hv : H *ᵥ v = (E : ℂ) • v) :
    rigidMotion A H t *ᵥ (NormedSpace.exp (t • A) *ᵥ v)
      = (E : ℂ) • (NormedSpace.exp (t • A) *ᵥ v) := by
  have hc : Commute (t • (-A)) (t • A) := by
    rw [smul_neg]
    exact (Commute.refl _).neg_left
  -- the backward motion undoes the forward motion
  have hinv : NormedSpace.exp (t • (-A)) * NormedSpace.exp (t • A) = 1 := by
    rw [← Matrix.exp_add_of_commute _ _ hc, smul_neg, neg_add_cancel, NormedSpace.exp_zero]
  rw [rigidMotion, Matrix.mulVec_mulVec, Matrix.mul_assoc, hinv, Matrix.mul_one,
    ← Matrix.mulVec_mulVec, hv, Matrix.mulVec_smul]

/-- For Hermitian `H` and any `A`, the family `exp(tA) H exp(-tA)` has derivative `AH - HA`
at `t = 0`, and the expectation of this derivative in every eigenvector of `H` is zero. -/
theorem rigidMotion_no_force {H : Matrix n n ℂ} (hH : H.IsHermitian) (A : Matrix n n ℂ) :
    HasDerivAt (rigidMotion A H) (A * H - H * A) 0 ∧
      ∀ (E : ℝ) (v : n → ℂ), H *ᵥ v = (E : ℂ) • v → expect (A * H - H * A) v = 0 := by
  constructor
  · have h0 : rigidMotion A H 0 = H := by simp [rigidMotion]
    have h := hasDerivAt_rigidMotion A H 0
    rwa [h0] at h
  · intro E v hv
    -- a Hermitian matrix acts to the left with the same real eigenvalue
    have hl : star v ᵥ* H = (E : ℂ) • star v := by
      have h := congrArg star hv
      rw [Matrix.star_mulVec, hH.eq, star_smul] at h
      rw [h, Complex.star_def, Complex.conj_ofReal]
    rw [expect, Matrix.sub_mulVec, dotProduct_sub, ← Matrix.mulVec_mulVec,
      ← Matrix.mulVec_mulVec, hv, Matrix.dotProduct_mulVec _ H, hl, Matrix.mulVec_smul,
      dotProduct_smul, smul_dotProduct, sub_self]

omit [DecidableEq n] in
/-- If `V` has zero expectation in every eigenvector of `H` with energy `E`, then it has zero
matrix element between any two eigenvectors with that energy. -/
theorem degenerate_element_zero {H V : Matrix n n ℂ} {E : ℝ}
    (hV : ∀ v : n → ℂ, H *ᵥ v = (E : ℂ) • v → expect V v = 0) {x y : n → ℂ}
    (hx : H *ᵥ x = (E : ℂ) • x) (hy : H *ᵥ y = (E : ℂ) • y) :
    star x ⬝ᵥ V *ᵥ y = 0 := by
  have hx0 : star x ⬝ᵥ V *ᵥ x = 0 := hV x hx
  have hy0 : star y ⬝ᵥ V *ᵥ y = 0 := hV y hy
  -- polarisation with the superpositions x + y and x + i y
  have h1 := hV (x + y) (by rw [Matrix.mulVec_add, hx, hy, smul_add])
  have h2 := hV (x + Complex.I • y) (by
    rw [Matrix.mulVec_add, Matrix.mulVec_smul, hx, hy, smul_add, smul_comm])
  simp only [expect, star_add, star_smul, Matrix.mulVec_add, Matrix.mulVec_smul,
    add_dotProduct, dotProduct_add, smul_dotProduct, dotProduct_smul, hx0, hy0,
    smul_eq_mul, Complex.star_def, Complex.conj_I] at h1 h2
  linear_combination (1 / 2) * h1 - (Complex.I / 2) * h2
    + ((star x ⬝ᵥ V *ᵥ y - star y ⬝ᵥ V *ᵥ x) / 2) * Complex.I_sq

/-- If `V` has zero expectation in every eigenvector of the Hermitian matrix `H`, then `V` is
a commutator `AH - HA`. -/
theorem exists_generator {H V : Matrix n n ℂ} (hH : H.IsHermitian)
    (hV : ∀ (E : ℝ) (v : n → ℂ), H *ᵥ v = (E : ℂ) • v → expect V v = 0) :
    ∃ A : Matrix n n ℂ, A * H - H * A = V := by
  -- a unitary matrix U whose columns are eigenvectors of H
  obtain ⟨U, E, hU, hcol⟩ : ∃ (U : Matrix n n ℂ) (E : n → ℝ), Uᴴ * U = 1 ∧
      ∀ j, H *ᵥ (fun i => U i j) = (E j : ℂ) • (fun i => U i j) := by
    refine ⟨hH.eigenvectorUnitary, hH.eigenvalues,
      Matrix.mem_unitaryGroup_iff'.mp hH.eigenvectorUnitary.2, fun j => ?_⟩
    ext i
    have h := congrFun (hH.mulVec_eigenvectorBasis j) i
    rw [Pi.smul_apply, Complex.real_smul] at h
    exact h
  have hU' : U * Uᴴ = 1 := mul_eq_one_comm.mp hU
  let D : Matrix n n ℂ := Matrix.diagonal fun j => (E j : ℂ)
  let W : Matrix n n ℂ := Uᴴ * (V * U)
  let B : Matrix n n ℂ := Matrix.of fun i j => W i j / ((E j : ℂ) - E i)
  have hHU : H * U = U * D := by
    ext i j
    rw [Matrix.mul_diagonal]
    have h := congrFun (hcol j) i
    rw [Pi.smul_apply, smul_eq_mul] at h
    exact h.trans (mul_comm _ _)
  have hUH : Uᴴ * H = D * Uᴴ := by
    calc Uᴴ * H = Uᴴ * (H * U) * Uᴴ := by
          rw [Matrix.mul_assoc, Matrix.mul_assoc H, hU', Matrix.mul_one]
      _ = D * Uᴴ := by rw [hHU, ← Matrix.mul_assoc, hU, Matrix.one_mul]
  -- in the eigenbasis the commutator equation is solved entry by entry
  have hB : B * D - D * B = W := by
    ext i j
    rw [Matrix.sub_apply, Matrix.mul_diagonal, Matrix.diagonal_mul]
    change W i j / ((E j : ℂ) - E i) * E j - E i * (W i j / ((E j : ℂ) - E i)) = W i j
    by_cases h : E i = E j
    · have hW : W i j = 0 :=
        degenerate_element_zero (hV (E i)) (hcol i) (by rw [h]; exact hcol j)
      rw [hW]
      ring
    · have hne : (E j : ℂ) - E i ≠ 0 :=
        sub_ne_zero.mpr fun h' => h (Complex.ofReal_injective h').symm
      linear_combination div_mul_cancel₀ (W i j) hne
  refine ⟨U * B * Uᴴ, ?_⟩
  calc U * B * Uᴴ * H - H * (U * B * Uᴴ)
      = U * B * (Uᴴ * H) - (H * U) * B * Uᴴ := by simp only [Matrix.mul_assoc]
    _ = U * (B * D - D * B) * Uᴴ := by
        rw [hUH, hHU]
        simp only [Matrix.mul_sub, Matrix.sub_mul, Matrix.mul_assoc]
    _ = (U * Uᴴ) * V * (U * Uᴴ) := by
        rw [hB]
        simp only [W, Matrix.mul_assoc]
    _ = V := by rw [hU', Matrix.one_mul, Matrix.mul_one]

/-- For Hermitian `H`, a matrix `V` has zero expectation in every eigenvector of `H` exactly
when it is the derivative at `t = 0` of some family `exp(tA) H exp(-tA)`. -/
theorem no_force_iff_rigidMotion {H : Matrix n n ℂ} (hH : H.IsHermitian)
    (V : Matrix n n ℂ) :
    (∀ (E : ℝ) (v : n → ℂ), H *ᵥ v = (E : ℂ) • v → expect V v = 0) ↔
      ∃ A : Matrix n n ℂ, HasDerivAt (rigidMotion A H) V 0 := by
  constructor
  · intro hV
    obtain ⟨A, hA⟩ := exists_generator hH hV
    exact ⟨A, hA ▸ (rigidMotion_no_force hH A).1⟩
  · rintro ⟨A, hA⟩
    rw [hA.unique (rigidMotion_no_force hH A).1]
    exact (rigidMotion_no_force hH A).2

/-- If `H` and `V` are Hermitian and `V` has zero expectation in every eigenvector of `H`,
then `V` is the derivative at `t = 0` of a motion of `H` with anti-Hermitian generator. -/
theorem exists_antiHermitian_generator {H V : Matrix n n ℂ} (hH : H.IsHermitian)
    (hVH : V.IsHermitian)
    (hV : ∀ (E : ℝ) (v : n → ℂ), H *ᵥ v = (E : ℂ) • v → expect V v = 0) :
    ∃ A : Matrix n n ℂ, Aᴴ = -A ∧ HasDerivAt (rigidMotion A H) V 0 := by
  obtain ⟨A, h⟩ := exists_generator hH hV
  have h' := congrArg Matrix.conjTranspose h
  rw [Matrix.conjTranspose_sub, Matrix.conjTranspose_mul, Matrix.conjTranspose_mul,
    hH.eq, hVH.eq] at h'
  -- keep only the anti-Hermitian part of the generator
  have hA : ((1 / 2 : ℂ) • (A - Aᴴ)) * H - H * ((1 / 2 : ℂ) • (A - Aᴴ)) = V := by
    rw [Matrix.smul_mul, Matrix.mul_smul, Matrix.sub_mul, Matrix.mul_sub]
    linear_combination (norm := module) (1 / 2 : ℂ) • h + (1 / 2 : ℂ) • h'
  refine ⟨(1 / 2 : ℂ) • (A - Aᴴ), ?_, hA ▸ (rigidMotion_no_force hH _).1⟩
  have hs : star (1 / 2 : ℂ) = 1 / 2 := by simp
  rw [Matrix.conjTranspose_smul, Matrix.conjTranspose_sub,
    Matrix.conjTranspose_conjTranspose, hs]
  module

/-- For the non-Hermitian matrix `H = !![0, 1; 0, 0]` and the generator `A = !![0, 0; 1, 0]`,
the vector `(1, 0)` is an eigenvector of `H` in which `AH - HA` has expectation `-1`. -/
theorem nonHermitian_force :
    (!![0, 1; 0, 0] : Matrix (Fin 2) (Fin 2) ℂ) *ᵥ ![1, 0] = (0 : ℂ) • ![1, 0] ∧
      expect ((!![0, 0; 1, 0] : Matrix (Fin 2) (Fin 2) ℂ) * !![0, 1; 0, 0]
        - !![0, 1; 0, 0] * !![0, 0; 1, 0]) ![1, 0] = -1 := by
  constructor
  · ext i
    fin_cases i <;> simp [Matrix.mulVec, dotProduct, Fin.sum_univ_succ]
  · simp [expect, Matrix.mulVec, dotProduct, Fin.sum_univ_succ]

end

end RigidMotionForce
```

```lean
#print axioms RigidMotionForce.rigidMotion_eigenvector
#print axioms RigidMotionForce.no_force_iff_rigidMotion
#print axioms RigidMotionForce.exists_antiHermitian_generator
#print axioms RigidMotionForce.nonHermitian_force
```

```
'RigidMotionForce.rigidMotion_eigenvector' depends on axioms: [propext, Classical.choice, Quot.sound]
'RigidMotionForce.no_force_iff_rigidMotion' depends on axioms: [propext, Classical.choice, Quot.sound]
'RigidMotionForce.exists_antiHermitian_generator' depends on axioms: [propext, Classical.choice, Quot.sound]
'RigidMotionForce.nonHermitian_force' depends on axioms: [propext, Classical.choice, Quot.sound]
```

## From the commutator to the generator

`hasDerivAt_rigidMotion` is the product rule, and `rigidMotion_eigenvector` cancels the backward exponential against the forward one. In `rigidMotion_no_force`, the intermediate result `hl` is $v^\dagger H=Ev^\dagger$; the following rewrites show that $AH$ and $HA$ have the same expectation in $v$.

`degenerate_element_zero` performs the polarisation: `h1` and `h2` are the equations from $x+y$ and $x+iy$, and `linear_combination` solves them for $a$. `exists_generator` takes `U` and the energies from Mathlib's spectral theorem and proves `hB` entry by entry, with separate cases for equal and different energies. The equivalence then follows from uniqueness of the derivative. `exists_antiHermitian_generator` averages the commutator equation with its adjoint.

`nonHermitian_force` gives a non-Hermitian $2\times2$ matrix $H$ and a generator $A$ for which $AH-HA$ has expectation $-1$ in the normalised eigenvector $(1,0)$ of $H$. The only eigenvalue of $H$ is $0$, so a real spectrum alone does not ensure the cancellation. By `rigidMotion_eigenvector` the transported energy remains $0$, so here the expectation is not the slope of the energy.

## Two derivatives of one exponential

Mathlib states the derivative of $e^{tA}$ in two forms. `hasDerivAt_exp_smul_const'` puts the generator on the left, and `hasDerivAt_exp_smul_const` puts it on the right. They are equal because $A$ commutes with its own exponential, but $A$ need not commute with $H$. Using the left form for the first factor and the right form for the last places both generators at the outside of the product, where the commutator with $M(t)$ can be read off at once.

These lemmas need a norm on matrices, which `open scoped Matrix.Norms.Operator` supplies. In finite dimension the choice of norm does not affect the derivative.
